# The permanent of a $2\times2$ matrix curve violates Jacobi's derivative rule

## A curve, its rate and a candidate rule

To say that Jacobi's rule fails for permanents, one first fixes what is differentiated and what it is compared with. Here $A(s)$ is a curve of square matrices whose entries are differentiable at $s=t$, with derivatives collected in a matrix $A'$. The derivative of $\operatorname{perm}A(s)$ is compared with the product $\operatorname{perm}A\,\operatorname{tr}(A^{-1}A')$ at points where $\det A\neq0$. The alternative is the logarithmic form $\frac{d}{ds}\ln\operatorname{perm}A=\operatorname{tr}(A^{-1}A')$, which agrees with the product form where $\operatorname{perm}A\neq0$ and a logarithm differentiable at that value is available (for instance real $\operatorname{perm}A>0$, or $\ln|\operatorname{perm}A|$ for either sign); the product form avoids these extra conditions.

## Two bosons in overlapping orbitals

Take orbitals $\varphi_0,\varphi_1$ with overlap matrix $A_{ij}=\langle\varphi_i|\varphi_j\rangle$, and let $c^\dagger(\varphi)$ create a particle in $\varphi$. The state $c^\dagger(\varphi_0)c^\dagger(\varphi_1)|0\rangle$ has squared norm $\det A$ for fermions and $\operatorname{perm}A$ for bosons. The example
$$A(t)=\begin{pmatrix}1&t\\ t&2\end{pmatrix},\qquad A'=\begin{pmatrix}0&1\\1&0\end{pmatrix}$$
is such a matrix for $t^2<2$: the norms are $1$ and $\sqrt2$, and the normalised overlap is $t/\sqrt2$. For a single Slater determinant, parameter derivatives of $\ln\det A$ are given by $\operatorname{tr}(A^{-1}A')$, and this one-parameter example of two bosons shows that the same expression does not carry over to $\ln\operatorname{perm}A$.

## What holds at $t=1$

The theorem `permanent_violates_jacobi` states that $\det A(1)=1$, that $\operatorname{perm}A(s)$ has derivative $2$, that $\operatorname{perm}A\,\operatorname{tr}(A^{-1}A')=-6$, that this number is not the derivative, and that $\det A(s)$ has derivative $\det A\,\operatorname{tr}(A^{-1}A')$. For normalised orbitals both numbers are halved, to $1$ and $-3$.

The curve is `pairMatrix`, $A'$ is `hop`, and differentiability is `HasDerivAt` entry by entry. Indices run over $0,1$. The candidate is `logRule A B`, with a direction matrix $B$ in place of $A'$. Lean sets the inverse of a singular matrix to zero, so every theorem about `logRule` works where $\det A\neq0$. The general formulas hold for any finite size over a nontrivially normed field, while the comparison is made only for real $2\times2$ matrices. Orbitals and Fock space do not occur in the file.

## Product rule, with and without signs

With $\sigma$ running over permutations of the indices, $\operatorname{perm}A=\sum_\sigma\prod_iA_{\sigma(i)i}$. Let $A^{[j]}$ be $A$ with column $j$ replaced by column $j$ of $A'$. Each factor comes from a different column, so
$$\frac{d}{ds}\prod_iA_{\sigma(i)i}=\sum_j\prod_iA^{[j]}_{\sigma(i)i}.$$
Summing over $\sigma$ gives $(\operatorname{perm}A)'=\sum_j\operatorname{perm}A^{[j]}$, which is `permRate`. Summing with $\operatorname{sgn}\sigma$ gives $(\det A)'=\sum_j\det A^{[j]}$. Cramer's rule, with $\operatorname{adj}A$ the adjugate, reads $\det A^{[j]}=\sum_k(\operatorname{adj}A)_{jk}A'_{kj}$, so $(\det A)'=\operatorname{tr}(\operatorname{adj}A\,A')=\det A\,\operatorname{tr}(A^{-1}A')$ for invertible $A$.

## The gap for $2\times2$ matrices

Write $A_{00}=a$, $A_{01}=b$, $A_{10}=c$, $A_{11}=d$, and set $P=dB_{00}+aB_{11}$, $Q=bB_{10}+cB_{01}$. The true rate is $R=P+Q$, while $\operatorname{tr}(\operatorname{adj}A\,B)=P-Q$. With $L=\operatorname{perm}A\,\operatorname{tr}(A^{-1}B)$,
$$\det A\,(R-L)=(ad-bc)(P+Q)-(ad+bc)(P-Q)=2(adQ-bcP).$$
If $R=L$ for all $B$, the four matrices with a single entry $1$ give $abd=acd=bcd=abc=0$. For $ad\neq0$ this forces $b=c=0$. For $ad=0$, invertibility gives $bc\neq0$ and so $a=d=0$. Conversely, both cases make the right side vanish.

On the curve, $P=0$ and $Q=2t$, so $R=2t$ and $(2-t^2)(2t-L)=8t$. Hence
$$L=2t-\frac{8t}{2-t^2}=-\frac{2t(2+t^2)}{2-t^2},$$
which equals $2t$ only at $t=0$, where the orbitals are orthogonal. At $t=1$ the permanent is $3$ and the trace is $-2$, so $L=-6$ against $R=2$.

For $1\times1$ matrices permanent and determinant coincide and the rule holds, so size two is the smallest with a failure. As $t^2\to2$ the orbitals become linearly dependent and $L$ diverges while $R$ stays finite. These last remarks, the halved values and the Fock-space reading are commentary and not theorems of the file.

## The Lean file

```lean
import Mathlib

open Matrix Finset

namespace PermanentJacobi

noncomputable section

variable {𝕜 : Type*} [NontriviallyNormedField 𝕜] {n : Type*} [Fintype n] [DecidableEq n]

/-- Sum over columns `j` of the permanent of `A` with column `j` replaced by column `j` of `B`. -/
def permRate (A B : Matrix n n 𝕜) : 𝕜 :=
  ∑ j, (A.updateCol j (fun k => B k j)).permanent

/-- Jacobi's expression with the permanent in place of the determinant: `perm A · tr(A⁻¹ B)`. -/
def logRule (A B : Matrix n n 𝕜) : 𝕜 :=
  A.permanent * trace (A⁻¹ * B)

/-- Product rule for the term of one permutation `σ`: the derivative acts on one column
at a time. -/
theorem hasDerivAt_perm_term (A : 𝕜 → Matrix n n 𝕜) (A' : Matrix n n 𝕜) (t : 𝕜)
    (hA : ∀ i j, HasDerivAt (fun s => A s i j) (A' i j) t) (σ : Equiv.Perm n) :
    HasDerivAt (fun s => ∏ i, A s (σ i) i)
      (∑ j, ∏ i, ((A t).updateCol j (fun k => A' k j)) (σ i) i) t := by
  have h : HasDerivAt (fun s => ∏ i ∈ univ, A s (σ i) i)
      (∑ j ∈ univ, (∏ i ∈ univ.erase j, A t (σ i) i) • A' (σ j) j) t :=
    HasDerivAt.fun_finsetProd (f := fun i s => A s (σ i) i) (fun i _ => hA (σ i) i)
  refine h.congr_deriv (Finset.sum_congr rfl fun j _ => ?_)
  -- split off the replaced column from the product
  rw [← Finset.mul_prod_erase univ _ (mem_univ j), updateCol_self, smul_eq_mul, mul_comm]
  congr 1
  refine Finset.prod_congr rfl fun i hi => ?_
  rw [updateCol_apply, if_neg (Finset.ne_of_mem_erase hi)]

/-- The derivative of the permanent along a differentiable matrix curve, in any dimension,
is the sum of permanents with one column differentiated. -/
theorem hasDerivAt_permanent (A : 𝕜 → Matrix n n 𝕜) (A' : Matrix n n 𝕜) (t : 𝕜)
    (hA : ∀ i j, HasDerivAt (fun s => A s i j) (A' i j) t) :
    HasDerivAt (fun s => (A s).permanent) (permRate (A t) A') t := by
  simp only [permRate, Matrix.permanent]
  rw [Finset.sum_comm]
  exact HasDerivAt.fun_sum fun σ _ => hasDerivAt_perm_term A A' t hA σ

/-- For invertible `A`, `det A · tr(A⁻¹ B) = tr(adj A · B)`. -/
theorem det_mul_trace_inv (A B : Matrix n n 𝕜) (h : A.det ≠ 0) :
    A.det * trace (A⁻¹ * B) = trace (A.adjugate * B) := by
  rw [Matrix.inv_def, Matrix.smul_mul, trace_smul, smul_eq_mul, ← mul_assoc,
    Ring.mul_inverse_cancel _ (isUnit_iff_ne_zero.2 h), one_mul]

/-- Jacobi's formula: where `A(t)` is invertible, the determinant has derivative
`det A · tr(A⁻¹ A')`. -/
theorem jacobi_formula (A : 𝕜 → Matrix n n 𝕜) (A' : Matrix n n 𝕜) (t : 𝕜)
    (hA : ∀ i j, HasDerivAt (fun s => A s i j) (A' i j) t) (h : (A t).det ≠ 0) :
    HasDerivAt (fun s => (A s).det) ((A t).det * trace ((A t)⁻¹ * A')) t := by
  have h1 : HasDerivAt (fun s => (A s).det)
      (∑ j, ((A t).updateCol j (fun k => A' k j)).det) t := by
    simp only [Matrix.det_apply']
    rw [Finset.sum_comm]
    refine HasDerivAt.fun_sum fun σ _ => ?_
    rw [← Finset.mul_sum]
    exact (hasDerivAt_perm_term A A' t hA σ).const_mul _
  refine h1.congr_deriv ?_
  -- Cramer's rule turns each replaced-column determinant into an adjugate product
  rw [det_mul_trace_inv _ _ h]
  refine Finset.sum_congr rfl fun j _ => ?_
  rw [← cramer_apply, cramer_eq_adjugate_mulVec]
  rfl

/-- The permanent of a `2 × 2` matrix. -/
theorem permanent_two (M : Matrix (Fin 2) (Fin 2) ℝ) :
    M.permanent = M 0 0 * M 1 1 + M 1 0 * M 0 1 := by
  have hu : (univ : Finset (Equiv.Perm (Fin 2))) = {1, Equiv.swap 0 1} := by
    decide
  unfold Matrix.permanent
  rw [hu, Finset.sum_pair (by decide)]
  simp [Fin.prod_univ_two]

/-- For an invertible real `2 × 2` matrix, the gap between `permRate` and
`perm A · tr(A⁻¹ B)`, multiplied by `det A`, in closed form. -/
theorem defect_two (A B : Matrix (Fin 2) (Fin 2) ℝ) (h : A.det ≠ 0) :
    A.det * (permRate A B - logRule A B) =
      2 * (A 0 0 * A 1 1 * (A 0 1 * B 1 0 + A 1 0 * B 0 1)
        - A 0 1 * A 1 0 * (A 1 1 * B 0 0 + A 0 0 * B 1 1)) := by
  have hR : permRate A B =
      B 0 0 * A 1 1 + B 1 0 * A 0 1 + (A 0 0 * B 1 1 + A 1 0 * B 0 1) := by
    rw [permRate, Fin.sum_univ_two, permanent_two, permanent_two]
    simp
  have hT : A.det * trace (A⁻¹ * B) =
      A 1 1 * B 0 0 - A 0 1 * B 1 0 - A 1 0 * B 0 1 + A 0 0 * B 1 1 := by
    rw [det_mul_trace_inv A B h, adjugate_fin_two, trace_fin_two]
    simp [Matrix.mul_apply, Fin.sum_univ_two]
    ring
  have hD := det_fin_two A
  rw [hR, logRule, permanent_two]
  linear_combination (-(A 0 0 * A 1 1 + A 1 0 * A 0 1)) * hT
    + (B 0 0 * A 1 1 + B 1 0 * A 0 1 + (A 0 0 * B 1 1 + A 1 0 * B 0 1)) * hD

/-- At an invertible real `2 × 2` matrix, `permRate` equals `perm A · tr(A⁻¹ B)` for every
direction `B` exactly when `A` is diagonal or antidiagonal. -/
theorem logRule_iff_two (A : Matrix (Fin 2) (Fin 2) ℝ) (h : A.det ≠ 0) :
    (∀ B, permRate A B = logRule A B) ↔
      (A 0 1 = 0 ∧ A 1 0 = 0) ∨ (A 0 0 = 0 ∧ A 1 1 = 0) := by
  constructor
  · intro hB
    have key : ∀ p q r s : ℝ, A 0 0 * A 1 1 * (A 0 1 * r + A 1 0 * q)
        - A 0 1 * A 1 0 * (A 1 1 * p + A 0 0 * s) = 0 := by
      intro p q r s
      have h1 := defect_two A !![p, q; r, s] h
      rw [hB, sub_self, mul_zero] at h1
      have h2 : (0 : ℝ) = 2 * (A 0 0 * A 1 1 * (A 0 1 * r + A 1 0 * q)
        - A 0 1 * A 1 0 * (A 1 1 * p + A 0 0 * s)) := h1
      linarith
    -- test the four elementary directions; one of the two diagonal products is nonzero
    by_cases had : A 0 0 * A 1 1 = 0
    · have hbc : A 0 1 * A 1 0 ≠ 0 := by
        intro h0
        apply h
        rw [det_fin_two, had, h0, sub_zero]
      have e1 : A 0 1 * A 1 0 * A 0 0 = 0 := by linear_combination (-1 : ℝ) * key 0 0 0 1
      have e2 : A 0 1 * A 1 0 * A 1 1 = 0 := by linear_combination (-1 : ℝ) * key 1 0 0 0
      exact Or.inr ⟨(mul_eq_zero.1 e1).resolve_left hbc, (mul_eq_zero.1 e2).resolve_left hbc⟩
    · have e1 : A 0 0 * A 1 1 * A 0 1 = 0 := by linear_combination key 0 0 1 0
      have e2 : A 0 0 * A 1 1 * A 1 0 = 0 := by linear_combination key 0 1 0 0
      exact Or.inl ⟨(mul_eq_zero.1 e1).resolve_left had, (mul_eq_zero.1 e2).resolve_left had⟩
  · intro hA B
    have h0 : A.det * (permRate A B - logRule A B) = 0 := by
      rw [defect_two A B h]
      rcases hA with ⟨h1, h2⟩ | ⟨h1, h2⟩ <;> rw [h1, h2] <;> ring
    exact sub_eq_zero.1 ((mul_eq_zero.1 h0).resolve_left h)

/-- The matrix curve `A(t) = [[1, t], [t, 2]]`. -/
def pairMatrix (t : ℝ) : Matrix (Fin 2) (Fin 2) ℝ := !![1, t; t, 2]

/-- The off-diagonal matrix `[[0, 1], [1, 0]]`. -/
def hop : Matrix (Fin 2) (Fin 2) ℝ := !![0, 1; 1, 0]

/-- The curve `A(t)` has entrywise derivative `[[0, 1], [1, 0]]` at every `t`. -/
theorem hasDerivAt_pairMatrix (t : ℝ) (i j : Fin 2) :
    HasDerivAt (fun s => pairMatrix s i j) (hop i j) t := by
  have e : (fun s => pairMatrix s i j) = fun s => pairMatrix 0 i j + s * hop i j := by
    funext s
    fin_cases i <;> fin_cases j <;> simp [pairMatrix, hop]
  rw [e]
  exact (((hasDerivAt_id' t).mul_const (hop i j)).const_add _).congr_deriv (one_mul _)

/-- For `t² ≠ 2` the permanent of `A(t)` has derivative `2t`, while `perm A · tr(A⁻¹ A')` is
`-2t(2 + t²)/(2 - t²)`; the latter is the derivative only at `t = 0`. -/
theorem pairMatrix_family (t : ℝ) (ht : t ^ 2 ≠ 2) :
    HasDerivAt (fun s => (pairMatrix s).permanent) (2 * t) t ∧
    logRule (pairMatrix t) hop = -2 * t * (2 + t ^ 2) / (2 - t ^ 2) ∧
    (HasDerivAt (fun s => (pairMatrix s).permanent) (logRule (pairMatrix t) hop) t ↔ t = 0) := by
  have hne : 2 - t ^ 2 ≠ 0 := sub_ne_zero.2 ht.symm
  have hdet : (pairMatrix t).det = 2 - t ^ 2 := by
    rw [pairMatrix, det_fin_two_of]
    ring
  have hR : permRate (pairMatrix t) hop = 2 * t := by
    rw [permRate, Fin.sum_univ_two, permanent_two, permanent_two]
    simp [pairMatrix, hop]
    ring
  have hd := (hasDerivAt_permanent pairMatrix hop t (hasDerivAt_pairMatrix t)).congr_deriv hR
  have hdef := defect_two (pairMatrix t) hop (by rw [hdet]; exact hne)
  rw [hdet, hR] at hdef
  -- the gap times the determinant is `8t`
  have h8 : (2 - t ^ 2) * (2 * t - logRule (pairMatrix t) hop) =
      2 * (1 * 2 * (t * 1 + t * 1) - t * t * (2 * 0 + 1 * 0)) := hdef
  have hL : logRule (pairMatrix t) hop = -2 * t * (2 + t ^ 2) / (2 - t ^ 2) := by
    rw [eq_div_iff hne]
    linear_combination (-1 : ℝ) * h8
  refine ⟨hd, hL, fun h => ?_, fun h => ?_⟩
  · rw [← hd.unique h] at h8
    linear_combination (-1 / 8 : ℝ) * h8
  · have e : logRule (pairMatrix t) hop = 2 * t := by
      rw [hL, h]
      norm_num
    rw [e]
    exact hd

/-- At `t = 1`, where `det A = 1`, the permanent has derivative `2` but
`perm A · tr(A⁻¹ A') = -6` is not its derivative, whereas the determinant has derivative
`det A · tr(A⁻¹ A')`. -/
theorem permanent_violates_jacobi :
    (pairMatrix 1).det = 1 ∧
    HasDerivAt (fun s => (pairMatrix s).permanent) 2 1 ∧
    logRule (pairMatrix 1) hop = -6 ∧
    ¬ HasDerivAt (fun s => (pairMatrix s).permanent) (logRule (pairMatrix 1) hop) 1 ∧
    HasDerivAt (fun s => (pairMatrix s).det)
      ((pairMatrix 1).det * trace ((pairMatrix 1)⁻¹ * hop)) 1 := by
  obtain ⟨h1, h2, h3⟩ := pairMatrix_family 1 (by norm_num)
  have hdet : (pairMatrix 1).det = 1 := by
    rw [pairMatrix, det_fin_two_of]
    norm_num
  refine ⟨hdet, h1.congr_deriv (mul_one 2), ?_, fun h => one_ne_zero (h3.1 h), ?_⟩
  · rw [h2]
    norm_num
  · exact jacobi_formula pairMatrix hop 1 (hasDerivAt_pairMatrix 1)
      (by rw [hdet]; exact one_ne_zero)

end

end PermanentJacobi
```

```lean
#print axioms PermanentJacobi.logRule_iff_two
#print axioms PermanentJacobi.permanent_violates_jacobi
```

```
'PermanentJacobi.logRule_iff_two' depends on axioms: [propext, Classical.choice, Quot.sound]
'PermanentJacobi.permanent_violates_jacobi' depends on axioms: [propext, Classical.choice, Quot.sound]
```

## From one permutation to Jacobi's formula

`hasDerivAt_perm_term` applies `HasDerivAt.fun_finsetProd` and then matches each summand with the product over $A^{[j]}$: `Finset.mul_prod_erase` splits off the factor from column $j$, and the other columns are unchanged. `hasDerivAt_permanent` swaps the sums over $j$ and $\sigma$ and adds the terms. `jacobi_formula` does the same with the sign as a constant factor, then uses `cramer_apply` and `cramer_eq_adjugate_mulVec` for Cramer's rule and `det_mul_trace_inv` to pass between adjugate and inverse. It is stated at invertible points only.

## From the gap to the counter-example

`permanent_two` lists the two permutations of `Fin 2`. In `defect_two`, `hR` is $R=P+Q$ and `hT` is $\det A\,\operatorname{tr}(A^{-1}B)=P-Q$. The final `linear_combination` takes $-(ad+bc)$ times `hT` and $P+Q$ times $\det A=ad-bc$, as in the display above. `logRule_iff_two` is an algebraic statement about `permRate` and `logRule`; its `key` is the vanishing of $adQ-bcP$ for a direction with entries `p q r s`, evaluated at the four elementary matrices under the case split on $ad=0$.

`hasDerivAt_pairMatrix` writes each entry as $A(0)_{ij}+sA'_{ij}$. In `pairMatrix_family`, under $t^2\neq2$, `h8` is the identity with $8t$, and it yields the closed form of $L$. If $L$ were also a derivative, uniqueness of derivatives (`hd.unique`) would give $L=2t$, so $8t=0$. The main theorem sets $t=1$, refutes the rule from $1\neq0$, and calls `jacobi_formula` for the determinant.
